# A symmetric selection of half-diagram products has a nonnegative sum for all amplitudes exactly when it is transitive

Let \(S\) be a symmetric relation on a finite set of half-diagrams, and let each half-diagram \(i\) carry a complex amplitude \(d_i\). The sum

\[
Q_S(d)=\sum_{(i,j)\in S} d_i^*\,d_j
\]

is real and nonnegative for every choice of amplitudes if and only if \(S\) is transitive: whenever \((i,j)\) and \((j,k)\) are in \(S\), so is \((i,k)\). In that case \(Q_S\) is a sum of complete squares over disjoint groups of half-diagrams.

Such sums arise when self-energy diagrams are each cut into two halves, one contributing \(d_i^*\) and the other \(d_j\). An approximation that keeps some diagrams and discards others keeps some of the products; \(S\) records which. The cut self-energy gives the scattering rate in the Dyson equation, and a negative rate can produce a negative spectral density. Within a model of finitely many half-diagrams with freely variable amplitudes, transitivity therefore tells which selections of diagrams are safe.

## From transitivity to squares, and back

Suppose first that \(S\) is symmetric and transitive. Write \(P(i)=\{j : (i,j)\in S\}\) for the partners of \(i\). Three facts are needed.

1. If \(i\) has any partner \(j\), then \((i,j)\) and \((j,i)\) are kept, so \((i,i)\) is kept. A half-diagram whose own square is missing thus has no partners and contributes nothing.
2. If \((a,i)\in S\), then \(P(i)=P(a)\). For \(j\in P(i)\), the pairs \((a,i)\) and \((i,j)\) give \((a,j)\); for \(j\in P(a)\), the pairs \((i,a)\) and \((a,j)\) give \((i,j)\).
3. If \(P(a)\) and \(P(b)\) share an element \(i\), then \(P(a)=P(i)=P(b)\). Different partner sets are therefore disjoint.

By the first fact,

\[
Q_S(d)=\sum_{i:\,(i,i)\in S} d_i^*\sum_{j\in P(i)}d_j .
\]

Now collect the terms with the same partner set \(C=P(a)\), where \((a,a)\in S\). The half-diagrams \(i\) in this group are exactly the elements of \(C\). Indeed, if \((i,i)\in S\) and \(P(i)=C\), then \(i\in P(i)=C\). Conversely, if \(i\in C\), then \((a,i)\in S\), so \((i,i)\in S\) and \(P(i)=P(a)=C\). The group contributes

\[
\sum_{i\in C}d_i^*\sum_{j\in C}d_j=\Bigl|\sum_{i\in C}d_i\Bigr|^2,
\]

and summing over the distinct sets \(C\) gives

\[
Q_S(d)=\sum_C\Bigl|\sum_{i\in C}d_i\Bigr|^2\ \ge 0 .
\]

For the converse, suppose that \((i,j)\) and \((j,k)\) are kept but \((i,k)\) is not. Let \(S_{xy}\) be 1 if \((x,y)\) is kept and 0 otherwise, and let \(e_x\) be the amplitude that is 1 on \(x\) and 0 elsewhere. For \(d=e_i-e_j+e_k\), expanding the product gives

\[
Q_S(d)=S_{ii}+S_{jj}+S_{kk}-S_{ij}-S_{ji}-S_{jk}-S_{kj}+S_{ik}+S_{ki}.
\]

By symmetry the four negative terms all equal \(-1\) and the last two vanish. The three squares add at most 3, so \(Q_S(d)\le 3-4=-1\), and positivity fails.

The expansion also holds when indices coincide. The case \(k=i\) describes an interference term kept without the square \((i,i)\); the amplitude is then \(2e_i-e_j\), and the same bound applies.

## Three half-diagrams, and a selection that is not symmetric

Take half-diagrams 1, 2, 3 and keep every product except \((1,3)\) and \((3,1)\). For \(d=(2,-3,2)\) the three squares give \(4+9+4=17\), and the interference terms give \(2(-6)+2(-6)=-24\), so the sum is \(-7\). Restoring the two missing products adds \(2\cdot 4=8\). The result is \(1=|2-3+2|^2\), a complete square.

Symmetry is needed for transitivity to imply positivity. The selection consisting only of \((1,2)\) is transitive, since it contains no two pairs that can be chained, but its sum is \(d_1^*d_2\). This equals \(-1\) for \(d=(1,-1)\) and \(\mathrm{i}\) for \(d=(1,\mathrm{i})\).

## The kept sum and its blocks in Lean

The half-diagrams are the elements of a finite type `ι`, which may be empty. Opening `ComplexOrder` fixes the meaning of an inequality between complex numbers: `0 ≤ z` says that \(z\) has zero imaginary part and nonnegative real part. Reality of the sum is thus part of every positivity statement below.

```lean
import Mathlib

open Finset
open scoped ComplexConjugate ComplexOrder Classical

namespace HalfDiagramPositivity

noncomputable section

variable {ι : Type*} [Fintype ι]
```

The selection is a relation `S : ι → ι → Prop`, and `cutSum S d` is \(Q_S(d)\), with the conjugate on the first index. Each ordered pair counts once, so an interference term and its mirror image are separate entries.

```lean
/-- The sum of the products `conj (d i) * d j` of half-diagram amplitudes over all pairs
kept by the relation `S`. -/
def cutSum (S : ι → ι → Prop) (d : ι → ℂ) : ℂ :=
  ∑ i, ∑ j, if S i j then conj (d i) * d j else 0
```

The coefficients are only 0 or 1; signs and symmetry factors have to be absorbed in the amplitudes, and selections with other relative weights are not covered. The amplitudes are plain numbers, which corresponds to fixing the external state, the energy and the states of the cut lines. In a given system they are determined by the interaction and the propagators and cannot be varied at will, so a non-transitive selection is one that some amplitudes make negative, not necessarily those of that system.

The set \(P(i)\) becomes `partners S i`.

```lean
/-- The half-diagrams `j` for which the pair `(i, j)` is kept by the relation `S`. -/
def partners (S : ι → ι → Prop) (i : ι) : Finset ι :=
  Finset.univ.filter (fun j => S i j)
```

The groups \(C\) are collected in `blocks S`. Because this is a set of sets, a partner set shared by several half-diagrams appears in it once. Half-diagrams without their own square are left out.

```lean
/-- The partner sets of those half-diagrams whose own square is kept. -/
def blocks (S : ι → ι → Prop) : Finset (Finset ι) :=
  (Finset.univ.filter (fun i => S i i)).image (partners S)
```

For the converse direction, `link S i j` is the coefficient \(S_{ij}\), taken as a complex number.

```lean
/-- The coefficient, one or zero, with which a pair of half-diagrams enters the sum. -/
def link (S : ι → ι → Prop) (i j : ι) : ℂ := if S i j then 1 else 0
```

The test amplitude \(e_i-e_j+e_k\) is written as a sum of three indicator terms, so coinciding indices simply add up.

```lean
/-- The amplitude `e_i - e_j + e_k` built from three half-diagrams. -/
def probe (i j k : ι) (x : ι) : ℂ :=
  (if x = i then 1 else 0) - (if x = j then 1 else 0) + (if x = k then 1 else 0)
```

## Disjoint blocks and complete squares

The second fact of the derivation comes first. The hypotheses `hs` and `ht` are symmetry and transitivity, and the two halves of the last line are the two inclusions between \(P(i)\) and \(P(a)\).

```lean
/-- For a symmetric and transitive selection, two half-diagrams that form a kept pair have the same
partners. -/
theorem partners_eq {S : ι → ι → Prop} (hs : ∀ i j, S i j → S j i)
    (ht : ∀ i j k, S i j → S j k → S i k) {a i : ι} (h : S a i) :
    partners S i = partners S a := by
  ext j
  simp only [partners, Finset.mem_filter, Finset.mem_univ, true_and]
  exact ⟨fun hij => ht a i j h hij, fun haj => ht i a j (hs a i h) haj⟩
```

Disjointness follows by contradiction: if two different blocks had a common element \(i\), both would equal \(P(i)\).

```lean
/-- For a symmetric and transitive selection, different blocks share no half-diagram. -/
theorem blocks_disjoint {S : ι → ι → Prop} (hs : ∀ i j, S i j → S j i)
    (ht : ∀ i j k, S i j → S j k → S i k) :
    ∀ C ∈ blocks S, ∀ D ∈ blocks S, C ≠ D → Disjoint C D := by
  intro C hC D hD hne
  obtain ⟨a, _, rfl⟩ := Finset.mem_image.mp hC
  obtain ⟨b, _, rfl⟩ := Finset.mem_image.mp hD
  by_contra h
  obtain ⟨i, hia, hib⟩ := Finset.not_disjoint_iff.mp h
  have ha : S a i := by simpa [partners] using hia
  have hb : S b i := by simpa [partners] using hib
  exact hne ((partners_eq hs ht ha).symm.trans (partners_eq hs ht hb))
```

The next theorem is the decomposition into squares. The step `h1` restricts the outer sum to half-diagrams whose own square is kept, using the first fact for all the others. The rewrite with `Finset.sum_fiberwise_of_maps_to` groups the remaining terms by partner set. For each block, the proof then shows that the group consists of exactly the elements of the block, and that every inner sum runs over that same block. What remains is a number times its conjugate, which is the squared modulus.

```lean
/-- For a symmetric and transitive selection, the kept sum equals the sum over blocks of the
squared modulus of the total amplitude in the block. -/
theorem cutSum_eq_squares {S : ι → ι → Prop} (hs : ∀ i j, S i j → S j i)
    (ht : ∀ i j k, S i j → S j k → S i k) (d : ι → ℂ) :
    cutSum S d = ∑ C ∈ blocks S, ((‖∑ i ∈ C, d i‖ ^ 2 : ℝ) : ℂ) := by
  have hmem : ∀ i j, j ∈ partners S i ↔ S i j := by
    intro i j
    simp [partners]
  -- a half-diagram whose own square is absent has no partners at all
  have h1 : cutSum S d = ∑ i ∈ Finset.univ.filter (fun i => S i i),
      conj (d i) * ∑ j ∈ partners S i, d j := by
    unfold cutSum
    rw [Finset.sum_filter]
    refine Finset.sum_congr rfl fun i _ => ?_
    by_cases hi : S i i
    · rw [if_pos hi, partners, Finset.mul_sum, Finset.sum_filter]
    · rw [if_neg hi]
      exact Finset.sum_eq_zero fun j _ => if_neg fun h => hi (ht i j i h (hs i j h))
  -- group the half-diagrams by their partner set
  rw [h1, ← Finset.sum_fiberwise_of_maps_to (t := blocks S) (g := partners S)
    (fun i hi => Finset.mem_image_of_mem _ hi)]
  refine Finset.sum_congr rfl fun C hC => ?_
  obtain ⟨a, _, rfl⟩ := Finset.mem_image.mp hC
  trans ∑ i ∈ partners S a, conj (d i) * ∑ j ∈ partners S a, d j
  · refine Finset.sum_congr ?_ ?_
    · ext i
      simp only [Finset.mem_filter, Finset.mem_univ, true_and]
      constructor
      · rintro ⟨hi, he⟩
        rw [← he]
        exact (hmem i i).2 hi
      · intro h
        have h' := (hmem a i).1 h
        exact ⟨ht i a i (hs a i h') h', partners_eq hs ht h'⟩
    · intro i hi
      rw [partners_eq hs ht ((hmem a i).1 hi)]
  · rw [← Finset.sum_mul, ← map_sum (starRingEnd ℂ), mul_comm, Complex.mul_conj,
      Complex.normSq_eq_norm_sq]
```

## The test amplitude and the equivalence

The nine-term expansion is proved for any relation, symmetric or not. The auxiliary statement `row` says that summing a function against the test amplitude gives \(f(i)-f(j)+f(k)\). Since the test amplitude is real, `hconj` removes the conjugate, and `row` is applied once to each index of the double sum.

```lean
/-- The kept sum for the amplitude `e_i - e_j + e_k`, written out in the nine coefficients
of the selection. -/
theorem cutSum_probe (S : ι → ι → Prop) (i j k : ι) :
    cutSum S (probe i j k) =
      (link S i i - link S i j + link S i k) - (link S j i - link S j j + link S j k)
        + (link S k i - link S k j + link S k k) := by
  have row : ∀ f : ι → ℂ, ∑ x, f x * probe i j k x = f i - f j + f k := by
    intro f
    simp [probe, mul_add, mul_sub, Finset.sum_add_distrib, Finset.sum_sub_distrib]
  have hconj : ∀ x, conj (probe i j k x) = probe i j k x := by
    intro x
    unfold probe
    split_ifs <;> simp
  have h : cutSum S (probe i j k) =
      ∑ x, (link S x i - link S x j + link S x k) * probe i j k x := by
    unfold cutSum
    refine Finset.sum_congr rfl fun x _ => ?_
    rw [← row (link S x), Finset.sum_mul]
    refine Finset.sum_congr rfl fun y _ => ?_
    rw [hconj]
    by_cases hxy : S x y
    · rw [if_pos hxy, link, if_pos hxy]
      ring
    · rw [if_neg hxy, link, if_neg hxy]
      ring
  exact h.trans (row (fun x => link S x i - link S x j + link S x k))
```

The main theorem assumes only that `S` is symmetric. Its left side requires `0 ≤ cutSum S d` for every complex amplitude `d`; its right side is transitivity.

In the forward direction, positivity is applied to the test amplitude and its real part is taken. The equations `e1` to `e4` set the four interference coefficients to 1, `e5` and `e6` set the missing ones to 0, and `hb` bounds each square by 1. The final `linarith` is the count \(3-4<0\). The reverse direction reads positivity off the decomposition into squares.

```lean
/-- A symmetric selection of products of half-diagrams gives a real nonnegative sum for all
complex amplitudes if and only if the selection is transitive. -/
theorem positive_iff_transitive {S : ι → ι → Prop} (hs : ∀ i j, S i j → S j i) :
    (∀ d : ι → ℂ, 0 ≤ cutSum S d) ↔ ∀ i j k, S i j → S j k → S i k := by
  constructor
  · intro hpos i j k hij hjk
    by_contra hik
    -- three squares at most, against four negative interference terms
    have h := (Complex.le_def.1 (hpos (probe i j k))).1
    have hb : ∀ x, (link S x x).re ≤ 1 := by
      intro x
      unfold link
      split_ifs <;> simp
    have e1 : link S i j = 1 := if_pos hij
    have e2 : link S j i = 1 := if_pos (hs i j hij)
    have e3 : link S j k = 1 := if_pos hjk
    have e4 : link S k j = 1 := if_pos (hs j k hjk)
    have e5 : link S i k = 0 := if_neg hik
    have e6 : link S k i = 0 := if_neg fun h => hik (hs k i h)
    rw [cutSum_probe] at h
    simp only [e1, e2, e3, e4, e5, e6, Complex.add_re, Complex.sub_re, Complex.one_re,
      Complex.zero_re] at h
    linarith [hb i, hb j, hb k]
  · intro ht d
    rw [cutSum_eq_squares hs ht]
    exact Finset.sum_nonneg fun C _ => Complex.zero_le_real.2 (sq_nonneg _)
```

## Complete squares as a criterion

Positivity can also be characterised without mentioning transitivity: it holds exactly when there is a family `P` of pairwise disjoint groups such that, for all amplitudes, the kept sum is the sum of the squared moduli of the group totals. The same family must serve for every `d`. From positivity one obtains transitivity, and `blocks S` is then such a family. In the other direction a sum of squares is nonnegative, whether or not the groups are disjoint.

```lean
/-- A symmetric selection gives a nonnegative sum for all amplitudes if and only if the sum
is a sum of complete squares over pairwise disjoint groups of half-diagrams. -/
theorem positive_iff_complete_squares {S : ι → ι → Prop} (hs : ∀ i j, S i j → S j i) :
    (∀ d : ι → ℂ, 0 ≤ cutSum S d) ↔
      ∃ P : Finset (Finset ι), (∀ C ∈ P, ∀ D ∈ P, C ≠ D → Disjoint C D) ∧
        ∀ d : ι → ℂ, cutSum S d = ∑ C ∈ P, ((‖∑ i ∈ C, d i‖ ^ 2 : ℝ) : ℂ) := by
  constructor
  · intro hpos
    have ht := (positive_iff_transitive hs).1 hpos
    exact ⟨blocks S, blocks_disjoint hs ht, cutSum_eq_squares hs ht⟩
  · rintro ⟨P, _, hP⟩ d
    rw [hP]
    exact Finset.sum_nonneg fun C _ => Complex.zero_le_real.2 (sq_nonneg _)
```

## The smallest completion of a given selection

If a selection fails the test, products can be added until it passes. The relation `Relation.TransGen S` is the transitive closure: it keeps \((i,j)\) whenever a chain of one or more kept pairs leads from \(i\) to \(j\). The last theorem states that the closure of a symmetric selection gives a nonnegative sum for all amplitudes, and that it is contained in every symmetric selection `T` that contains `S` and has this property.

By hand, the closure is symmetric because a chain can be read backwards, and it is transitive because chains can be joined, so the main theorem makes it positive. If `T` is symmetric and positive, it is transitive; containing each pair of a chain, it then contains the pair formed by the ends. The two inductions in the proof run along the chain: the first reads it backwards, the second shows that `T` contains the pair formed by its ends. That chains can be joined is the library lemma `Relation.TransGen.trans`.

In the example with three half-diagrams, the closure adds exactly \((1,3)\) and \((3,1)\). If only \((1,2)\) and \((2,1)\) are kept, it adds the squares \((1,1)\) and \((2,2)\), which turns \(2\,\mathrm{Re}(d_1^*d_2)\) into \(|d_1+d_2|^2\). The completion is smallest among those that add products; removing products is another way to reach a positive selection, and the theorem does not compare the two.

```lean
/-- The transitive closure of a symmetric selection gives a nonnegative sum, and it is
contained in every symmetric selection that contains `S` and gives a nonnegative sum. -/
theorem minimal_positive_completion {S : ι → ι → Prop} (hs : ∀ i j, S i j → S j i) :
    (∀ d : ι → ℂ, 0 ≤ cutSum (Relation.TransGen S) d) ∧
      ∀ T : ι → ι → Prop, (∀ i j, T i j → T j i) → (∀ i j, S i j → T i j) →
        (∀ d : ι → ℂ, 0 ≤ cutSum T d) → ∀ i j, Relation.TransGen S i j → T i j := by
  constructor
  · have hsym : ∀ i j, Relation.TransGen S i j → Relation.TransGen S j i := by
      intro i j h
      induction h with
      | single h => exact Relation.TransGen.single (hs _ _ h)
      | tail _ h ih => exact Relation.TransGen.head (hs _ _ h) ih
    exact (positive_iff_transitive hsym).2 fun i j k hij hjk => Relation.TransGen.trans hij hjk
  · intro T hT hST hpos i j h
    have ht := (positive_iff_transitive hT).1 hpos
    induction h with
    | single h => exact hST _ _ h
    | tail _ h ih => exact ht _ _ _ ih (hST _ _ h)

end

end HalfDiagramPositivity
```

```lean
#print axioms HalfDiagramPositivity.positive_iff_transitive
#print axioms HalfDiagramPositivity.positive_iff_complete_squares
#print axioms HalfDiagramPositivity.minimal_positive_completion
```

```
'HalfDiagramPositivity.positive_iff_transitive' depends on axioms: [propext, Classical.choice, Quot.sound]
'HalfDiagramPositivity.positive_iff_complete_squares' depends on axioms: [propext, Classical.choice, Quot.sound]
'HalfDiagramPositivity.minimal_positive_completion' depends on axioms: [propext, Classical.choice, Quot.sound]
```
